# Thermal swing limit for a rigidly shifted ballistic barrier

Let \(\tau=kT_{\mathrm{abs}}>0\) be the thermal energy, with \(T_{\mathrm{abs}}\) the absolute temperature, and let \(V>0\) be the bias as an energy. The source chemical potential is zero and the drain's is \(-V\). The Fermi function and the bias window are

\[
f(y)=\frac{1}{1+e^{y/\tau}},\qquad w(y)=f(y)-f(y+V).
\]

The energy \(x\) is measured in the frame of the barrier, whose transmission \(T(x)\ge 0\) is continuous with compact support. Raising the barrier rigidly by \(U\) gives the Landauer current, without its constant prefactor,

\[
I(U)=\int T(x)\,w(x+U)\,dx .
\]

## The bound and its sharpness

For \(U\le W\),

\[
I(U)\le e^{(W-U)/\tau}\,I(W).
\]

If \(U<W\) and \(I(U)>I(W)\), the barrier shift per decade of current satisfies

\[
S=\frac{W-U}{\log_{10}I(U)-\log_{10}I(W)}\ \ge\ \tau\ln 10 .
\]

If \(T\) is not identically zero, then \(I(U)/I(U+d)\to e^{d/\tau}\) as \(U\to\infty\), for each fixed \(d\ge0\). Tunnelling is included, since \(T\) may be nonzero below the barrier top.

## A check on barrier sweeps

In a non-interacting ballistic transport code that shifts a fixed transmission table, a positive swing below \(\tau\ln10\) signals a numerical error or a table that was not held fixed. The inequality holds at each energy, so a quadrature sum with nonnegative weights on a grid attached to the barrier inherits it, up to rounding. If the grid is fixed to the source instead, \(T\) is sampled at different points for each \(U\), and discretisation error can violate the bound.

## From the Fermi window to the current

Put \(a=e^{y/\tau}\) and \(b=e^{V/\tau}\). Then

\[
w(y)=\frac1{1+a}-\frac1{1+ab}=\frac{a(b-1)}{(1+a)(1+ab)} .
\]

Multiplying by \(a\), then dividing numerator and denominator by \(a^2b\), gives

\[
g(y):=e^{y/\tau}w(y)=\frac{A}{(1+e^{-y/\tau})(1+e^{-(y+V)/\tau})},\qquad A=1-e^{-V/\tau}>0 .
\]

Both factors in the denominator decrease with \(y\), so \(g\) increases. For \(y\le z\), \(g(y)\le g(z)\) means

\[
w(y)\le e^{(z-y)/\tau}w(z).
\]

Set \(y=x+U\) and \(z=x+W\), multiply by \(T(x)\ge0\) and integrate: this is the current bound.

For the swing, \(I(W)\ge0\) because the integrand is nonnegative. If \(I(W)\) were zero, the bound would give \(I(U)\le0\), contradicting \(I(U)>I(W)\). Logarithms are therefore allowed, and \(\ln I(U)-\ln I(W)\le(W-U)/\tau\). Dividing by \(\ln10\) and rearranging gives \(S\ge\tau\ln10\).

For sharpness, note that \(g(z)\le A\) for every \(z\), while

\[
A=(1+e^{-y/\tau})(1+e^{-(y+V)/\tau})\,g(y)\le(1+e^{-y/\tau})^2g(y).
\]

Combining these and dividing by \(e^{y/\tau}\),

\[
e^{(z-y)/\tau}w(z)\le(1+e^{-y/\tau})^2w(y).
\]

Compact support supplies an energy \(E\) below which \(T\) vanishes. For \(x\ge E\) the correction at \(y=x+U\) is at most its value at \(E+U\), so the inequality integrates. If \(T\) is nonzero somewhere, continuity and \(w>0\) make every current positive, and with \(W=U+d\)

\[
\frac{e^{d/\tau}}{(1+e^{-(E+U)/\tau})^2}\le\frac{I(U)}{I(U+d)}\le e^{d/\tau}.
\]

The left side tends to \(e^{d/\tau}\) as \(U\to\infty\).

## One decade of barrier shift in numbers

Take \(V=d=\tau\ln10\) and a transmission peak at \(x=0\), so narrow that \(w\) is nearly constant across it. The current ratio is then approximately \(w(U)/w(U+d)\).

- At \(U=0\): \(w(0)=\tfrac12-\tfrac1{11}=\tfrac9{22}\) and \(w(d)=\tfrac1{11}-\tfrac1{101}=\tfrac{90}{1111}\). The ratio is 5.05, and the swing is about \(1.42\,\tau\ln10\).
- At \(U=\tau\ln10\): the next value is \(\tfrac1{101}-\tfrac1{1001}=\tfrac{900}{101101}\). The ratio is 9.1, and the swing is about \(1.04\,\tau\ln10\).

Both ratios stay below the thermal factor 10. In the second case the lower bound is \(10/1.1^2\approx8.26\).

## The Lean file

```lean
import Mathlib

open MeasureTheory Filter Topology

namespace BallisticThermalSwing

noncomputable section

/-- Fermi function at thermal energy `τ > 0`, with energy `x` measured from the chemical potential.
-/
def fermi (τ x : ℝ) : ℝ := 1 / (1 + Real.exp (x / τ))

/-- Difference of the source and drain occupations at energy `y`, for bias energy `V`
and thermal energy `τ > 0`. -/
def window (τ V y : ℝ) : ℝ := fermi τ y - fermi τ (y + V)

/-- Landauer current, without its constant prefactor, through a barrier of transmission `T`
that is rigidly shifted up in energy by `U`. -/
def current (T : ℝ → ℝ) (τ V U : ℝ) : ℝ := ∫ x, T x * window τ V (x + U)

/-- Barrier shift per decade of current between the shifts `U` and `W`, for positive and
different currents at `U` and `W`. -/
def swing (T : ℝ → ℝ) (τ V U W : ℝ) : ℝ :=
  (W - U) / (Real.logb 10 (current T τ V U) - Real.logb 10 (current T τ V W))

variable {T : ℝ → ℝ} {τ V : ℝ}

/-- The bias window divided by the Boltzmann factor `exp (-y/τ)`, in closed form. -/
theorem exp_mul_window (τ V y : ℝ) :
    Real.exp (y / τ) * window τ V y = (1 - Real.exp (-(V / τ))) /
      ((1 + Real.exp (-(y / τ))) * (1 + Real.exp (-((y + V) / τ)))) := by
  unfold window fermi
  rw [add_div, Real.exp_neg, Real.exp_neg, Real.exp_neg, Real.exp_add]
  have ha := Real.exp_pos (y / τ)
  have hb := Real.exp_pos (V / τ)
  generalize Real.exp (y / τ) = a at *
  generalize Real.exp (V / τ) = b at *
  field_simp
  ring

/-- At positive temperature and positive bias the source occupation exceeds the drain
occupation at every energy. -/
theorem window_pos (hτ : 0 < τ) (hV : 0 < V) (y : ℝ) : 0 < window τ V y := by
  have h : Real.exp (y / τ) < Real.exp ((y + V) / τ) :=
    Real.exp_lt_exp.2 (div_lt_div_of_pos_right (by linarith) hτ)
  exact sub_pos.2 (one_div_lt_one_div_of_lt (by positivity) (by linarith))

/-- At positive temperature and positive bias, the window falls from energy `y` to a higher
energy `z` by at most the Boltzmann factor. -/
theorem window_le (hτ : 0 < τ) (hV : 0 < V) {y z : ℝ} (hyz : y ≤ z) :
    window τ V y ≤ Real.exp ((z - y) / τ) * window τ V z := by
  have hA : 0 ≤ 1 - Real.exp (-(V / τ)) :=
    sub_nonneg.2 (Real.exp_le_one_iff.2 (neg_nonpos.2 (div_pos hV hτ).le))
  have hz : Real.exp (z / τ) = Real.exp (y / τ) * Real.exp ((z - y) / τ) := by
    rw [← Real.exp_add]
    congr 1
    ring
  -- the window without its Boltzmann factor increases with energy
  have key : Real.exp (y / τ) * window τ V y ≤ Real.exp (z / τ) * window τ V z := by
    rw [exp_mul_window, exp_mul_window]
    gcongr
  rw [hz, mul_assoc] at key
  exact le_of_mul_le_mul_left key (Real.exp_pos _)

/-- A reverse bound at positive temperature and bias: the Boltzmann factor `exp ((z - y)/τ)` is at
most the ratio of the window at `y` to the window at `z`, times the correction factor
`(1 + exp (-y/τ))^2`. -/
theorem window_ge (hτ : 0 < τ) (hV : 0 < V) (y z : ℝ) :
    Real.exp ((z - y) / τ) * window τ V z ≤
      (1 + Real.exp (-(y / τ))) ^ 2 * window τ V y := by
  have hA : 0 ≤ 1 - Real.exp (-(V / τ)) :=
    sub_nonneg.2 (Real.exp_le_one_iff.2 (neg_nonpos.2 (div_pos hV hτ).le))
  have hz : Real.exp (z / τ) = Real.exp (y / τ) * Real.exp ((z - y) / τ) := by
    rw [← Real.exp_add]
    congr 1
    ring
  -- the Boltzmann limit bounds the rescaled window from above
  have h1 : Real.exp (z / τ) * window τ V z ≤ 1 - Real.exp (-(V / τ)) := by
    rw [exp_mul_window]
    apply div_le_self hA
    nlinarith [Real.exp_pos (-(z / τ)), Real.exp_pos (-((z + V) / τ)),
      mul_pos (Real.exp_pos (-(z / τ))) (Real.exp_pos (-((z + V) / τ)))]
  have h2 : 1 - Real.exp (-(V / τ)) ≤
      (1 + Real.exp (-(y / τ))) ^ 2 * (Real.exp (y / τ) * window τ V y) := by
    rw [exp_mul_window]
    have hqp : 1 + Real.exp (-((y + V) / τ)) ≤ 1 + Real.exp (-(y / τ)) := by
      have : y / τ ≤ (y + V) / τ := div_le_div_of_nonneg_right (by linarith) hτ.le
      have := Real.exp_le_exp.2 (neg_le_neg this)
      linarith
    have hq : 0 < 1 + Real.exp (-((y + V) / τ)) := by positivity
    have hp : 0 < 1 + Real.exp (-(y / τ)) := by positivity
    rw [← mul_div_assoc, le_div_iff₀ (mul_pos hp hq)]
    nlinarith [mul_nonneg (mul_nonneg hA hp.le) (sub_nonneg.2 hqp)]
  refine le_of_mul_le_mul_left ?_ (Real.exp_pos (y / τ))
  rw [← mul_assoc, ← hz]
  linarith

/-- For a continuous transmission of compact support the current integrand is continuous
and integrable. -/
theorem integrand_regular (hT : Continuous T) (hc : HasCompactSupport T) (τ V U : ℝ) :
    Continuous (fun x => T x * window τ V (x + U)) ∧
      Integrable (fun x => T x * window τ V (x + U)) := by
  have hf : Continuous (fermi τ) :=
    Continuous.div continuous_const (by fun_prop) (fun x => by positivity)
  have hw : Continuous (fun x => window τ V (x + U)) :=
    (hf.comp (by fun_prop : Continuous fun x : ℝ => x + U)).sub
      (hf.comp (by fun_prop : Continuous fun x : ℝ => x + U + V))
  exact ⟨hT.mul hw, (hT.mul hw).integrable_of_hasCompactSupport hc.mul_right⟩

/-- **Thermal limit.** At positive temperature and bias, lowering a barrier of continuous,
nonnegative, compactly supported transmission rigidly from `W` to `U` raises the current by at most
the factor `exp ((W - U)/τ)`. -/
theorem current_le (hT : Continuous T) (hc : HasCompactSupport T) (h0 : ∀ x, 0 ≤ T x)
    (hτ : 0 < τ) (hV : 0 < V) {U W : ℝ} (hUW : U ≤ W) :
    current T τ V U ≤ Real.exp ((W - U) / τ) * current T τ V W := by
  unfold current
  rw [← integral_const_mul]
  refine integral_mono (integrand_regular hT hc τ V U).2
    ((integrand_regular hT hc τ V W).2.const_mul _) ?_
  intro x
  have h := window_le hτ hV (show x + U ≤ x + W by linarith)
  rw [show x + W - (x + U) = W - U by ring] at h
  calc T x * window τ V (x + U)
      ≤ T x * (Real.exp ((W - U) / τ) * window τ V (x + W)) :=
        mul_le_mul_of_nonneg_left h (h0 x)
    _ = Real.exp ((W - U) / τ) * (T x * window τ V (x + W)) := by ring

/-- Under the conditions of the thermal limit, if lowering the barrier from `W` to `U` raises the
current, then the swing is at least `τ ln 10` per decade. -/
theorem swing_ge (hT : Continuous T) (hc : HasCompactSupport T) (h0 : ∀ x, 0 ≤ T x)
    (hτ : 0 < τ) (hV : 0 < V) {U W : ℝ} (hUW : U < W)
    (hon : current T τ V W < current T τ V U) :
    τ * Real.log 10 ≤ swing T τ V U W := by
  have hle := current_le hT hc h0 hτ hV hUW.le
  have hW : 0 < current T τ V W :=
    lt_of_le_of_ne (integral_nonneg fun x => mul_nonneg (h0 x) (window_pos hτ hV _).le)
      (fun h => by rw [← h] at hle hon; linarith)
  have hL : 0 < Real.log 10 := Real.log_pos (by norm_num)
  have hlog := Real.log_le_log (hW.trans hon) hle
  rw [Real.log_mul (Real.exp_pos _).ne' hW.ne', Real.log_exp] at hlog
  have hd := Real.log_lt_log hW hon
  have hs : (Real.log (current T τ V U) - Real.log (current T τ V W)) * τ ≤ W - U :=
    (le_div_iff₀ hτ).1 (by linarith)
  simp only [swing, Real.logb]
  rw [← sub_div, le_div_iff₀ (div_pos (sub_pos.2 hd) hL)]
  calc τ * Real.log 10 *
        ((Real.log (current T τ V U) - Real.log (current T τ V W)) / Real.log 10)
      = (Real.log (current T τ V U) - Real.log (current T τ V W)) * τ := by field_simp
    _ ≤ W - U := hs

/-- Under the conditions on transmission, temperature and bias of the thermal limit, if the
transmission vanishes below the energy `E`, then `exp ((W - U)/τ)` times the current at `W` is at
most `(1 + exp (-(E + U)/τ))^2` times the current at `U`. -/
theorem current_ge (hT : Continuous T) (hc : HasCompactSupport T) (h0 : ∀ x, 0 ≤ T x)
    (hτ : 0 < τ) (hV : 0 < V) {E : ℝ} (hE : ∀ x < E, T x = 0) (U W : ℝ) :
    Real.exp ((W - U) / τ) * current T τ V W ≤
      (1 + Real.exp (-((E + U) / τ))) ^ 2 * current T τ V U := by
  unfold current
  rw [← integral_const_mul, ← integral_const_mul]
  refine integral_mono ((integrand_regular hT hc τ V W).2.const_mul _)
    ((integrand_regular hT hc τ V U).2.const_mul _) ?_
  intro x
  rcases lt_or_ge x E with hx | hx
  · simp [hE x hx]
  have h := window_ge hτ hV (x + U) (x + W)
  rw [show x + W - (x + U) = W - U by ring] at h
  have hexp : Real.exp (-((x + U) / τ)) ≤ Real.exp (-((E + U) / τ)) :=
    Real.exp_le_exp.2 (neg_le_neg (div_le_div_of_nonneg_right (by linarith) hτ.le))
  have hk : (1 + Real.exp (-((x + U) / τ))) ^ 2 ≤ (1 + Real.exp (-((E + U) / τ))) ^ 2 :=
    pow_le_pow_left₀ (by positivity) (by linarith) 2
  have h' := h.trans (mul_le_mul_of_nonneg_right hk (window_pos hτ hV (x + U)).le)
  have h'' := mul_le_mul_of_nonneg_left h' (h0 x)
  dsimp only
  linarith

/-- **Sharpness.** For every continuous, nonnegative, compactly supported transmission that is not
identically zero, at positive temperature and bias, the current ratio for a barrier shift `d ≥ 0`
tends to `exp (d/τ)` as the barrier is raised. -/
theorem tendsto_current_ratio (hT : Continuous T) (hc : HasCompactSupport T)
    (h0 : ∀ x, 0 ≤ T x) {x₀ : ℝ} (hx₀ : T x₀ ≠ 0) (hτ : 0 < τ) (hV : 0 < V)
    {d : ℝ} (hd : 0 ≤ d) :
    Tendsto (fun U => current T τ V U / current T τ V (U + d)) atTop
      (𝓝 (Real.exp (d / τ))) := by
  have hpos : ∀ U, 0 < current T τ V U := fun U =>
    Continuous.integral_pos_of_hasCompactSupport_nonneg_nonzero
      (integrand_regular hT hc τ V U).1 hc.mul_right
      (fun x => mul_nonneg (h0 x) (window_pos hτ hV _).le)
      (mul_ne_zero hx₀ (window_pos hτ hV (x₀ + U)).ne')
  -- compact support provides an energy below which nothing is transmitted
  have hK : IsCompact (tsupport T) := hc
  obtain ⟨E, hE⟩ := hK.bddBelow
  have hlow : ∀ x < E, T x = 0 := fun x hx => by
    by_contra h
    exact absurd (hE (subset_tsupport T h)) (not_le_of_gt hx)
  have hexp : Tendsto (fun U : ℝ => Real.exp (-((E + U) / τ))) atTop (𝓝 0) :=
    Real.tendsto_exp_neg_atTop_nhds_zero.comp
      ((tendsto_atTop_add_const_left atTop E tendsto_id).atTop_div_const hτ)
  have hlim : Tendsto (fun U : ℝ => Real.exp (d / τ) / (1 + Real.exp (-((E + U) / τ))) ^ 2)
      atTop (𝓝 (Real.exp (d / τ) / (1 + 0) ^ 2)) :=
    tendsto_const_nhds.div ((hexp.const_add 1).pow 2) (by norm_num)
  rw [add_zero, one_pow, div_one] at hlim
  -- squeeze the ratio between the two bounds
  refine tendsto_of_tendsto_of_tendsto_of_le_of_le hlim tendsto_const_nhds ?_ ?_
  · intro U
    have h := current_ge hT hc h0 hτ hV hlow U (U + d)
    rw [add_sub_cancel_left] at h
    dsimp only
    rw [div_le_div_iff₀ (by positivity) (hpos _)]
    linarith
  · intro U
    have h := current_le hT hc h0 hτ hV (show U ≤ U + d by linarith)
    rw [add_sub_cancel_left] at h
    exact (div_le_iff₀ (hpos _)).2 h

end

end BallisticThermalSwing
```

```lean
#print axioms BallisticThermalSwing.swing_ge
#print axioms BallisticThermalSwing.tendsto_current_ratio
```

```
'BallisticThermalSwing.swing_ge' depends on axioms: [propext, Classical.choice, Quot.sound]
'BallisticThermalSwing.tendsto_current_ratio' depends on axioms: [propext, Classical.choice, Quot.sound]
```

## How the Lean statements and proofs match the physics

`fermi`, `window`, `current` and `swing` are \(f\), \(w\), \(I\) and \(S\); `τ` is the thermal energy and `T : ℝ → ℝ` the transmission. The hypotheses `hT`, `hc` and `h0` say that `T` is continuous, compactly supported and nonnegative. No upper limit on `T` is assumed, so it may be a sum over several modes.

`current_le` is the current bound and `swing_ge` the swing limit. The latter assumes through `hon` that lowering the barrier raises the current. Some condition against a falling current is needed: a narrow peak pushed far below both chemical potentials carries less current, and the quotient becomes negative. `tendsto_current_ratio` is the sharpness statement, with `hx₀` providing one energy where `T` is nonzero.

`exp_mul_window` is the closed form of \(g\); it names the exponentials `a` and `b`, and `field_simp` and `ring` do the algebra. In `window_le`, `gcongr` compares the denominators, which is the monotonicity of \(g\). In `window_ge`, `h1` is \(g(z)\le A\) and `h2` bounds \(A\) by the corrected \(g(y)\). `window_pos` gives \(w>0\), and `integrand_regular` supplies the integrability that `integral_mono` needs in `current_le` and `current_ge`. The last theorem obtains `E` from the compact support and squeezes the ratio between these two bounds.

## Rigid shifts, cut-off energies and gate voltage

The shape of `T` must not change with the shift. In a tunnel transistor, a source band edge that stays put while the channel moves changes that shape, so the bound does not apply. Self-consistent charge and scattering by phonons are also absent from the model.

Compact support stands for a finite energy range that moves with the barrier. An open channel that transmits at all high energies meets this condition only after truncation. Continuity also excludes a sharp step in \(T\), such as the classical one at the barrier top, so steps and cut-offs must be smoothed to fit the theorems.

The swing here is barrier energy per decade. The familiar limit in gate voltage needs a further input from electrostatics: that the barrier moves by no more than the gate potential energy.

The theorems concern real numbers and true integrals, so the quadrature and rounding errors of a particular code need their own estimate.
